# Solving the Callan–Symanzik equation along the running coupling

Take constant coefficients first. If $D_t=\beta D_a+\gamma D$ with numbers $\beta,\gamma$, fix $t$ and $a$ and follow $D$ along the line $s\mapsto(t-s,\,a+\beta s)$. The chain rule gives

$$\frac{d}{ds}D(t-s,a+\beta s)=-D_t+\beta D_a=-\gamma D .$$

So $D$ acquires the factor $e^{-\gamma s}$ along the line: it decays for $\gamma>0$ and grows in magnitude for $\gamma<0$, unless it is zero. Comparing $s=0$ with $s=t$ gives $D(t,a)=e^{\gamma t}D(0,a+\beta t)$. When $\beta$ and $\gamma$ depend on the coupling, the line bends into the running coupling and $\gamma t$ becomes an integral.

In Lean 4 with Mathlib:

```lean
import Mathlib

open Set

namespace CallanSymanzikCharacteristics

noncomputable section
```

## The equation and the flow

Here $t$ is the logarithm of the momentum scale relative to a reference scale, $a$ is the coupling, and $D(t,a)$ is a dimensionless real amplitude, such as the factor multiplying the free photon propagator. The equation is

$$D_t=\beta(a)D_a+\gamma(a)D,$$

with this sign convention for the anomalous dimension $\gamma$. In `SolvesCS`, `D` is a function of the pair $(t,a)$. It is differentiable in both variables jointly, and the equation holds for every real $t$ and every $a$ in a region `U`. The functions $\beta$ and $\gamma$ are inputs; no loop diagram is computed. There is one coupling and no separate mass parameter.

```lean
/-- The Callan-Symanzik equation `D_t = β(a) D_a + γ(a) D` for a differentiable function
`D(t, a)`, at all scales `t` and all couplings `a` in the region `U`. -/
structure SolvesCS (β γ : ℝ → ℝ) (U : Set ℝ) (D : ℝ × ℝ → ℝ) : Prop where
  diff : ∀ t, ∀ a ∈ U, DifferentiableAt ℝ D (t, a)
  eqn : ∀ t, ∀ a ∈ U, deriv (fun t' => D (t', a)) t
    = β a * deriv (fun a' => D (t, a')) a + γ a * D (t, a)
```

The running coupling $\bar a$ satisfies $\bar a'(s)=\beta(\bar a(s))$ and $\bar a(0)=a$. `IsRunningCoupling` requires the flow, and membership in `U`, only for scales in a set `J`, because a Landau pole may end the flow at a finite scale. Its existence on `J` is assumed in the general theorems and established below for the one-loop case.

```lean
/-- The running coupling `abar` starts at `a`, stays in the region `U` and obeys
`abar' = β(abar)` for all scales in `J`. -/
structure IsRunningCoupling (β : ℝ → ℝ) (U J : Set ℝ) (abar : ℝ → ℝ) (a : ℝ) : Prop where
  start : abar 0 = a
  mem : ∀ s ∈ J, abar s ∈ U
  flow : ∀ s ∈ J, HasDerivAt abar (β (abar s)) s
```

## Change along a characteristic

At a point $(\tau,x)$ with $x\in U$, the total derivative of $D$ in the direction $(-1,\beta(x))$ is

$$-D_t+\beta(x)D_a=-\gamma(x)D(\tau,x).$$

In the proof, `e1` and `e2` identify the two partial derivatives with values of `fderiv`. Linearity splits the direction vector, and the equation does the rest.

```lean
variable {β γ abar : ℝ → ℝ} {U J : Set ℝ} {D : ℝ × ℝ → ℝ} {a t : ℝ}

/-- The derivative of `D` in the characteristic direction `(-1, β)` is `-γ D`. -/
theorem characteristic_direction (hD : SolvesCS β γ U D) (τ x : ℝ) (hx : x ∈ U) :
    fderiv ℝ D (τ, x) (-1, β x) = -(γ x * D (τ, x)) := by
  have hL := (hD.diff τ x hx).hasFDerivAt
  -- the two partial derivatives are values of the total derivative
  have e1 : deriv (fun t' => D (t', x)) τ = fderiv ℝ D (τ, x) (1, 0) :=
    (hL.comp_hasDerivAt τ ((hasDerivAt_id' τ).prodMk (hasDerivAt_const τ x))).deriv
  have e2 : deriv (fun a' => D (τ, a')) x = fderiv ℝ D (τ, x) (0, 1) :=
    (hL.comp_hasDerivAt x ((hasDerivAt_const x τ).prodMk (hasDerivAt_id' x))).deriv
  have h := hD.eqn τ x hx
  rw [e1, e2] at h
  have hv : ((-1 : ℝ), β x) = (-1 : ℝ) • ((1 : ℝ), (0 : ℝ)) + β x • ((0 : ℝ), (1 : ℝ)) := by
    simp
  rw [hv, map_add, map_smul, map_smul, smul_eq_mul, smul_eq_mul]
  linear_combination -h
```

The curve $s\mapsto(t-s,\bar a(s))$ has velocity $(-1,\beta(\bar a(s)))$. The chain rule therefore gives

$$\frac{d}{ds}D(t-s,\bar a(s))=-\gamma(\bar a(s))\,D(t-s,\bar a(s)).$$

```lean
/-- Along a characteristic, `D(t - s, abar(s))` changes with `s` at the relative rate
`-γ(abar(s))`. -/
theorem hasDerivAt_along_characteristic (hD : SolvesCS β γ U D)
    (hr : IsRunningCoupling β U J abar a) (t s : ℝ) (hs : s ∈ J) :
    HasDerivAt (fun s => D (t - s, abar s)) (-(γ (abar s) * D (t - s, abar s))) s := by
  have hL := (hD.diff (t - s) (abar s) (hr.mem s hs)).hasFDerivAt
  have hc : HasDerivAt (fun s => (t - s, abar s)) ((-1 : ℝ), β (abar s)) s :=
    ((hasDerivAt_id' s).const_sub t).prodMk (hr.flow s hs)
  have h := HasFDerivAt.comp_hasDerivAt s hL hc
  exact h.congr_deriv (characteristic_direction hD (t - s) (abar s) (hr.mem s hs))
```

## From zero derivative to equal endpoints

If $f'=0$ on an interval containing $0$ and $t$, then $f(t)-f(0)=\int_0^t 0\,ds=0$. The condition `J.OrdConnected` says that `J` has no gaps, so everything between $0$ and $t$ lies in it. Negative $t$ is allowed.

```lean
/-- A quantity whose derivative vanishes on an interval containing `0` and `t` has the same
value at `0` and at `t`. -/
theorem conserved {f : ℝ → ℝ} (hJ : J.OrdConnected) (h0 : 0 ∈ J) (ht : t ∈ J)
    (hf : ∀ s ∈ J, HasDerivAt f 0 s) : f t = f 0 := by
  have h := intervalIntegral.integral_eq_sub_of_hasDerivAt (f := f) (f' := fun _ => (0 : ℝ))
    (a := 0) (b := t) (fun s hs => hf s (hJ.uIcc_subset h0 ht hs))
    (continuous_const.intervalIntegrable _ _)
  simp only [intervalIntegral.integral_zero] at h
  linarith
```

## The exponential of the anomalous dimension

Let $E(s)=\exp\int_0^s\gamma(\bar a(r))\,dr$, so that $E'=\gamma(\bar a)E$. Then

$$\frac{d}{ds}\bigl[E(s)D(t-s,\bar a(s))\bigr]
=\gamma(\bar a)ED-E\gamma(\bar a)D=0 .$$

At $s=0$ the bracket is $D(t,a)$; at $s=t$ it is $E(t)D(0,\bar a(t))$. Hence

$$D(t,a)=\exp\Bigl(\int_0^t\gamma(\bar a(s))\,ds\Bigr)D(0,\bar a(t)).$$

Continuity of $\gamma$ on `U` (through `hcont`) and openness of `J` serve only to prove `hI`, which differentiates the integral. The product rule and `conserved` then finish the argument.

```lean
/-- Solution of the Callan-Symanzik equation by characteristics: `D(t, a)` is `D` at logarithmic
scale zero and running coupling `abar(t)`, times the exponential of the integrated anomalous
dimension. -/
theorem callanSymanzik_solution (hD : SolvesCS β γ U D) (hγ : ContinuousOn γ U)
    (hr : IsRunningCoupling β U J abar a) (hJo : IsOpen J) (hJ : J.OrdConnected)
    (h0 : 0 ∈ J) (ht : t ∈ J) :
    D (t, a) = Real.exp (∫ s in (0 : ℝ)..t, γ (abar s)) * D (0, abar t) := by
  have hcont : ContinuousOn (fun s => γ (abar s)) J :=
    hγ.comp (fun s hs => (hr.flow s hs).continuousAt.continuousWithinAt) hr.mem
  -- the integrated anomalous dimension has derivative γ(abar)
  have hI : ∀ s ∈ J, HasDerivAt (fun u => ∫ r in (0 : ℝ)..u, γ (abar r)) (γ (abar s)) s :=
    fun s hs => intervalIntegral.integral_hasDerivAt_right
      ((hcont.mono (hJ.uIcc_subset h0 hs)).intervalIntegrable)
      (hcont.stronglyMeasurableAtFilter hJo s hs)
      (hcont.continuousAt (hJo.mem_nhds hs))
  -- the exponential compensates the change of D along the characteristic
  have h := conserved (f := fun s => Real.exp (∫ r in (0 : ℝ)..s, γ (abar r))
      * D (t - s, abar s)) hJ h0 ht (fun s hs =>
    ((hI s hs).exp.fun_mul (hasDerivAt_along_characteristic hD hr t s hs)).congr_deriv
      (by ring))
  simp only [sub_self, sub_zero, intervalIntegral.integral_same, Real.exp_zero, one_mul,
    hr.start] at h
  exact h.symm
```

At a fixed point $\beta(a_*)=0$ in `U`, the constant $\bar a=a_*$ is a running coupling, and the formula reduces to $D(t,a_*)=e^{\gamma(a_*)t}D(0,a_*)$, a power law in the momentum scale.

The same argument handles a source. If a continuous term $r(t,a)$ is added to the right-hand side of the equation, the bracket has derivative $-E(s)\,r(t-s,\bar a(s))$, and integration adds $\int_0^tE(s)\,r(t-s,\bar a(s))\,ds$ to the solution; this variant is derived here by hand only.

## The photon's invariant charge

In QED the Ward identity ties charge renormalization to that of the photon field. When $a$ is proportional to the squared charge $e^2$, as it is from here on, this is the physics behind the condition $\gamma(a)=\beta(a)/a$, which is taken here as a hypothesis at positive coupling. The exponential is then unnecessary, since the coupling itself compensates the change of $D$:

$$\frac{d}{ds}\bigl[\bar a(s)D(t-s,\bar a(s))\bigr]
=\beta(\bar a)D-\bar a\,\frac{\beta(\bar a)}{\bar a}D=0 .$$

Comparing endpoints gives $a\,D(t,a)=\bar a(t)\,D(0,\bar a(t))$. In this one-coupling model, the product of coupling and photon factor can thus be carried from one scale to another. `Ioi 0` is the set of positive couplings, and `hne` justifies cancelling $\bar a$. Neither continuity of $\gamma$ nor openness of `J` is needed.

```lean
/-- Photon case `γ(a) = β(a)/a` at positive coupling: the coupling times `D` is the same for
`(t, a)` and for `(0, abar(t))`. -/
theorem photon_invariant_charge (hD : SolvesCS β (fun x => β x / x) (Ioi 0) D)
    (hr : IsRunningCoupling β (Ioi 0) J abar a) (hJ : J.OrdConnected)
    (h0 : 0 ∈ J) (ht : t ∈ J) :
    a * D (t, a) = abar t * D (0, abar t) := by
  have h := conserved (f := fun s => abar s * D (t - s, abar s)) hJ h0 ht (fun s hs => by
    have hne : abar s ≠ 0 := ne_of_gt (hr.mem s hs)
    refine ((hr.flow s hs).fun_mul
      (hasDerivAt_along_characteristic hD hr t s hs)).congr_deriv ?_
    have hc : abar s * (β (abar s) / abar s) = β (abar s) := mul_div_cancel₀ _ hne
    linear_combination -D (t - s, abar s) * hc)
  simp only [sub_self, sub_zero, hr.start] at h
  exact h.symm
```

## One loop, up to the Landau pole

For $\beta(a)=ba^2$ with real $b$ and $a>0$, put

$$\bar a(s)=\frac{a}{1-bas},\qquad
\bar a'(s)=\frac{ba^2}{(1-bas)^2}=b\,\bar a(s)^2 .$$

This starts at $a$ and is positive at all scales with $bas<1$. For $b>0$, as in QED, the Landau pole lies at $s=1/(ba)$. The three fields of the structure check the initial value, positivity and the quotient rule.

```lean
/-- For the one-loop beta function `b a²` the running coupling is `a / (1 - b a s)`, at all
scales with `b a s < 1`. -/
theorem oneLoop_running (b : ℝ) (ha : 0 < a) :
    IsRunningCoupling (fun x => b * x ^ 2) (Ioi 0) {s | b * a * s < 1}
      (fun s => a / (1 - b * a * s)) a where
  start := by simp
  mem := fun s hs => div_pos ha (sub_pos.mpr hs)
  flow := fun s hs => by
    have hne : 1 - b * a * s ≠ 0 := ne_of_gt (sub_pos.mpr hs)
    have h1 : HasDerivAt (fun s => 1 - b * a * s) (-(b * a)) s :=
      (((hasDerivAt_id' s).const_mul (b * a)).const_sub 1).congr_deriv (by ring)
    exact ((hasDerivAt_const s a).fun_div h1 hne).congr_deriv (by simp only [div_pow]; ring)
```

Inserting this $\bar a$ into the photon identity and cancelling $a$ gives

$$D(t,a)=\frac{1}{1-bat}\,D\!\left(0,\frac{a}{1-bat}\right),\qquad bat<1 .$$

The proof first verifies that the allowed scales form an interval, treating the two signs of $ba$ separately. For $b=0$ the coupling does not run and $D(t,a)=D(0,a)$.

```lean
/-- One-loop photon case: `D(t, a)` is obtained from `D` at logarithmic scale zero by the factor `1
/ (1 - b a t)` and the running coupling, as long as `b a t < 1`. -/
theorem oneLoop_photon (b : ℝ) (ha : 0 < a) (ht : b * a * t < 1)
    (hD : SolvesCS (fun x => b * x ^ 2) (fun x => b * x ^ 2 / x) (Ioi 0) D) :
    D (t, a) = D (0, a / (1 - b * a * t)) / (1 - b * a * t) := by
  have hJ : ({s | b * a * s < 1} : Set ℝ).OrdConnected := by
    refine ⟨fun x hx y hy z hz => ?_⟩
    simp only [Set.mem_ofPred_eq] at hx hy ⊢
    rcases le_total 0 (b * a) with h | h
    · nlinarith [mul_le_mul_of_nonneg_left hz.2 h]
    · nlinarith [mul_le_mul_of_nonpos_left hz.1 h]
  have h : a * D (t, a) = a / (1 - b * a * t) * D (0, a / (1 - b * a * t)) :=
    photon_invariant_charge hD (oneLoop_running b ha) hJ (by simp) ht
  exact mul_left_cancel₀ ha.ne' (h.trans (by ring))
```

Solutions exist for every $b$. For differentiable $F$, let $D(t,a)=F(u)/a$ with $u=1/a-bt$. Then

$$D_t=-\frac{bF'(u)}{a},\qquad
ba^2D_a=-\frac{bF'(u)}{a}-bF(u),\qquad
\frac{ba^2}{a}D=bF(u),$$

and the last two add up to the first. The proof computes these derivatives by the chain and product rules and compares them algebraically.

```lean
/-- For every differentiable `F`, the function `F(1/a - b t) / a` solves the one-loop photon
equation at all scales and all positive couplings. -/
theorem oneLoop_photon_witness (b : ℝ) {F : ℝ → ℝ} (hF : Differentiable ℝ F) :
    SolvesCS (fun x => b * x ^ 2) (fun x => b * x ^ 2 / x) (Ioi 0)
      (fun p => F (p.2⁻¹ - b * p.1) * p.2⁻¹) where
  diff := fun t a ha => by
    have hne : a ≠ 0 := ne_of_gt ha
    have h1 : DifferentiableAt ℝ (fun p : ℝ × ℝ => p.2⁻¹) (t, a) :=
      differentiableAt_snd.inv hne
    have h2 : DifferentiableAt ℝ (fun p : ℝ × ℝ => p.2⁻¹ - b * p.1) (t, a) :=
      h1.sub (differentiableAt_fst.const_mul b)
    exact ((hF (a⁻¹ - b * t)).comp (t, a) h2).mul h1
  eqn := fun t a ha => by
    have hne : a ≠ 0 := ne_of_gt ha
    have hFu := (hF (a⁻¹ - b * t)).hasDerivAt
    have h1 : HasDerivAt (fun t' => F (a⁻¹ - b * t') * a⁻¹)
        (deriv F (a⁻¹ - b * t) * (-(b * 1)) * a⁻¹) t :=
      (HasDerivAt.comp t hFu (((hasDerivAt_id' t).const_mul b).const_sub a⁻¹)).mul_const a⁻¹
    have h2 : HasDerivAt (fun x => F (x⁻¹ - b * t) * x⁻¹)
        (deriv F (a⁻¹ - b * t) * (-(a ^ 2)⁻¹) * a⁻¹ + F (a⁻¹ - b * t) * (-(a ^ 2)⁻¹)) a :=
      (HasDerivAt.comp a hFu ((hasDerivAt_inv hne).sub_const (b * t))).mul (hasDerivAt_inv hne)
    show deriv (fun t' => F (a⁻¹ - b * t') * a⁻¹) t
      = b * a ^ 2 * deriv (fun x => F (x⁻¹ - b * t) * x⁻¹) a
        + b * a ^ 2 / a * (F (a⁻¹ - b * t) * a⁻¹)
    rw [h1.deriv, h2.deriv]
    generalize deriv F (a⁻¹ - b * t) = p
    generalize F (a⁻¹ - b * t) = q
    field_simp
    ring

end

end CallanSymanzikCharacteristics
```

The requirement that $D$ be differentiable at all $t$ has a price. For $b\neq0$ it excludes the leading-logarithm form $D=1/(1-bat)$, which diverges at the pole; that form corresponds to $F(u)=1/u$, which is not differentiable on the whole line.

```lean
#print axioms CallanSymanzikCharacteristics.callanSymanzik_solution
#print axioms CallanSymanzikCharacteristics.oneLoop_photon
```

```
'CallanSymanzikCharacteristics.callanSymanzik_solution' depends on axioms: [propext, Classical.choice, Quot.sound]
'CallanSymanzikCharacteristics.oneLoop_photon' depends on axioms: [propext, Classical.choice, Quot.sound]
```
